# For a single rotor in a real potential, a state that gains the phase exp(2πi/3) in a third of a turn is degenerate with its complex conjugate

A methyl group turning against the rest of a molecule sees the same potential after each third of a turn. Its torsional states can then be chosen so that a rotation by $2\pi/3$ multiplies them by $1$, $\omega$ or $\bar\omega$, with $\omega=e^{2\pi i/3}$. The first kind are the A levels, the other two the E levels. Must the $\omega$ and $\bar\omega$ states have equal energies, and can a third state share that energy?

## One complex state gives a twofold level

Let $x$ be the torsional angle, $F$ the rotational constant ($\hbar^2/2I_r$, with $I_r$ the reduced moment of inertia), $V$ the potential and $E$ the energy, all real. Suppose that a nonzero, twice differentiable $\psi$ satisfies

$$-F\psi''+V\psi=E\psi,\qquad \psi(x+a)=\omega\,\psi(x),\qquad a=2\pi/3.$$

Then $\bar\psi$ solves the same equation, gains the phase $\bar\omega$, is orthogonal to $\psi$ on $[0,2\pi]$ and is linearly independent of it. If also $F\neq0$ and $V$ is bounded, every solution at energy $E$ is a combination of $\psi$ and $\bar\psi$, so the level is exactly twofold.

## Diagonalising one E block and counting it twice

In the basis $e^{imx}$, a threefold potential couples only values of $m$ that differ by multiples of 3. A code that diagonalises the block $m\equiv1$ and gives each level weight two in a torsional partition function relies on this degeneracy, for a single rotor with constant $F$ and a real potential. A truncated basis keeps the pairing if it contains $-m$ whenever it contains $m$.

## Conjugation, a shifted integral and two initial values

**Same energy.** Since $F$, $V$ and $E$ are real, conjugating the equation gives $-F\bar\psi''+V\bar\psi=E\bar\psi$. Conjugating the phase condition gives $\bar\psi(x+a)=\bar\omega\bar\psi(x)$.

**Orthogonality.** The overlap is $I=\int_0^{2\pi}\bar\psi\,\bar\psi\,dx$. Its integrand $h=\bar\psi^2$ satisfies $h(x+a)=\bar\omega^2h(x)=\omega h(x)$, and $\omega^3=1$ makes $h$ periodic with period $2\pi$. Shifting the integrand by $a$ therefore leaves the integral unchanged, but it also multiplies it by $\omega$. Hence $(\omega-1)I=0$, and $I=0$.

**Independence.** Suppose $s\psi+t\bar\psi=0$ everywhere. At $x+a$ this reads $s\omega\psi(x)+t\bar\omega\bar\psi(x)=0$. Subtracting $\bar\omega$ times the relation at $x$ leaves $s(\omega-\bar\omega)\psi(x)=0$. At a point where $\psi(x)\neq0$ this gives $s=0$, and then $t=0$.

**No third state.** Let $F\neq0$ and $|V|\le M$. The equation is the first-order system
$$(u,u')'=\bigl(u',\,(V-E)u/F\bigr),$$
which is Lipschitz in $(u,u')$ with constant $K=1+(M+|E|)/|F|$. The values $u(0)$ and $u'(0)$ therefore fix $u$. Put
$$D=\psi(0)\,\bar\psi'(0)-\bar\psi(0)\,\psi'(0).$$
If $D$ were zero, some nontrivial combination of $\psi$ and $\bar\psi$ would have zero value and slope at $0$. It would vanish everywhere, against independence. So $D\neq0$, and for any solution $\varphi$ at energy $E$ the coefficients
$$\alpha=\frac{\varphi(0)\bar\psi'(0)-\varphi'(0)\bar\psi(0)}{D},\qquad
\beta=\frac{\psi(0)\varphi'(0)-\psi'(0)\varphi(0)}{D}$$
make $\alpha\psi+\beta\bar\psi$ agree with $\varphi$ in value and slope at $0$, hence everywhere.

## The E pair in Lean

```lean
import Mathlib

open Complex ComplexConjugate

namespace MethylTorsion

noncomputable section

/-- `ψ` is a twice differentiable solution of the torsional Schrödinger equation
`-F ψ'' + V ψ = E ψ` with real rotational constant `F`, potential `V` and energy `E`. -/
def IsTorsionState (F E : ℝ) (V : ℝ → ℝ) (ψ : ℝ → ℂ) : Prop :=
  Differentiable ℝ ψ ∧ Differentiable ℝ (deriv ψ) ∧
    ∀ x, -(F : ℂ) * deriv (deriv ψ) x + (V x : ℂ) * ψ x = (E : ℂ) * ψ x

/-- The time-reversed wave function, the complex conjugate of `ψ`. -/
def timeReversed (ψ : ℝ → ℂ) : ℝ → ℂ := fun x => conj (ψ x)

/-- The overlap integral of `f` and `g` over the interval from `0` to `L`. -/
def overlap (L : ℝ) (f g : ℝ → ℂ) : ℂ := ∫ x in (0 : ℝ)..L, conj (f x) * g x

/-- The phase `exp(2πi/3)`. -/
def methylPhase : ℂ := Complex.exp (((2 * Real.pi / 3 : ℝ) : ℂ) * Complex.I)

/-- Differentiation commutes with time reversal. -/
theorem deriv_timeReversed {f : ℝ → ℂ} (hf : Differentiable ℝ f) :
    deriv (timeReversed f) = timeReversed (deriv f) :=
  funext fun x => (hf x).hasDerivAt.star.deriv

/-- The time-reversed wave function solves the same torsional equation at the same energy. -/
theorem IsTorsionState.reversed {F E : ℝ} {V : ℝ → ℝ} {ψ : ℝ → ℂ}
    (h : IsTorsionState F E V ψ) : IsTorsionState F E V (timeReversed ψ) := by
  refine ⟨fun x => (h.1 x).hasDerivAt.star.differentiableAt, ?_, fun x => ?_⟩
  · rw [deriv_timeReversed h.1]
    exact fun x => (h.2.1 x).hasDerivAt.star.differentiableAt
  · rw [deriv_timeReversed h.1, deriv_timeReversed h.2.1]
    have hx := congrArg conj (h.2.2 x)
    simpa only [timeReversed, map_add, map_mul, map_neg, Complex.conj_ofReal] using hx

/-- A function that gains a factor `c ≠ 1` at each step `a`, with `c ^ n = 1`, has zero
integral over `n` steps. -/
theorem integral_eq_zero_of_phase {h : ℝ → ℂ} {a : ℝ} {n : ℕ} {c : ℂ}
    (hc : c ^ n = 1) (hc1 : c ≠ 1) (hh : ∀ x, h (x + a) = c * h x) :
    ∫ x in (0 : ℝ)..(n * a), h x = 0 := by
  have hstep : ∀ k : ℕ, ∀ x, h (x + k * a) = c ^ k * h x := by
    intro k
    induction k with
    | zero => intro x; simp
    | succ k ih =>
      intro x
      have e : x + ((k + 1 : ℕ) : ℝ) * a = (x + k * a) + a := by push_cast; ring
      rw [e, hh, ih]
      ring
  have hper : Function.Periodic h (n * a) := fun x => by rw [hstep, hc, one_mul]
  -- shifting the integrand by one step leaves the integral over the ring unchanged
  have hshift : ∫ x in (0 : ℝ)..(n * a), h (x + a) = ∫ x in (0 : ℝ)..(n * a), h x := by
    have e := hper.intervalIntegral_add_eq a 0
    rw [intervalIntegral.integral_comp_add_right, zero_add, add_comm ((n : ℝ) * a) a, e,
      zero_add]
  simp_rw [hh] at hshift
  rw [intervalIntegral.integral_const_mul] at hshift
  have h0 : (c - 1) * ∫ x in (0 : ℝ)..(n * a), h x = 0 := by linear_combination hshift
  exact (mul_eq_zero.mp h0).resolve_left (sub_ne_zero.mpr hc1)

/-- Wave functions that gain different phases `ω` and `μ`, both `n`-th roots of unity, under the
rotation step `a` are orthogonal over a ring of `n` steps. -/
theorem overlap_eq_zero {f g : ℝ → ℂ} {a : ℝ} {n : ℕ} {ω μ : ℂ}
    (hω : ω ^ n = 1) (hμ : μ ^ n = 1) (hne : ω ≠ μ)
    (hf : ∀ x, f (x + a) = ω * f x) (hg : ∀ x, g (x + a) = μ * g x) :
    overlap (n * a) f g = 0 := by
  rcases eq_or_ne n 0 with rfl | hn
  · simp [overlap]
  have hnorm : ‖ω‖ = 1 :=
    (pow_eq_one_iff_of_nonneg (norm_nonneg ω) hn).mp (by rw [← norm_pow, hω, norm_one])
  have hunit : conj ω * ω = 1 := by
    rw [mul_comm, Complex.mul_conj, Complex.normSq_eq_norm_sq, hnorm]
    norm_num
  refine integral_eq_zero_of_phase (c := conj ω * μ) ?_ ?_ ?_
  · rw [mul_pow, ← map_pow, hω, hμ, map_one, one_mul]
  · intro h
    exact hne (by linear_combination μ * hunit - ω * h)
  · intro x
    rw [hf, hg, map_mul]
    ring

/-- A nonzero wave function that gains a non-real phase under a rotation is linearly
independent of its time reverse. -/
theorem independent_timeReversed {ψ : ℝ → ℂ} {a : ℝ} {ω : ℂ} (hω : conj ω ≠ ω)
    (hψ : ∀ x, ψ (x + a) = ω * ψ x) (hne : ψ ≠ 0) :
    LinearIndependent ℂ ![ψ, timeReversed ψ] := by
  rw [LinearIndependent.pair_iff]
  intro s t h
  have hx : ∀ x, s * ψ x + t * conj (ψ x) = 0 := fun x => congrFun h x
  obtain ⟨x, hx0⟩ := Function.ne_iff.mp hne
  have hx0' : ψ x ≠ 0 := hx0
  have h1 := hx x
  have h2 := hx (x + a)
  rw [hψ, map_mul] at h2
  -- eliminate the time-reversed part between the points x and x + a
  have hs : s * ((ω - conj ω) * ψ x) = 0 := by linear_combination h2 - conj ω * h1
  have hs0 : s = 0 :=
    (mul_eq_zero.mp hs).resolve_right (mul_ne_zero (sub_ne_zero.mpr hω.symm) hx0')
  rw [hs0, zero_mul, zero_add] at h1
  exact ⟨hs0, (mul_eq_zero.mp h1).resolve_right ((map_ne_zero _).mpr hx0')⟩

/-- Degeneracy of the methyl E level: if a nonzero torsional state gains the phase
`exp(2πi/3)` under rotation by `2π/3`, its complex conjugate is a state of the same energy
with the conjugate phase, orthogonal to it on `[0, 2π]` and linearly independent of it. -/
theorem methyl_E_level_degenerate {F E : ℝ} {V : ℝ → ℝ} {ψ : ℝ → ℂ}
    (h : IsTorsionState F E V ψ) (hne : ψ ≠ 0)
    (hψ : ∀ x, ψ (x + 2 * Real.pi / 3) = methylPhase * ψ x) :
    IsTorsionState F E V (timeReversed ψ) ∧
    (∀ x, timeReversed ψ (x + 2 * Real.pi / 3) = conj methylPhase * timeReversed ψ x) ∧
    overlap (2 * Real.pi) ψ (timeReversed ψ) = 0 ∧
    LinearIndependent ℂ ![ψ, timeReversed ψ] := by
  have hcube : methylPhase ^ 3 = 1 := by
    rw [methylPhase, ← Complex.exp_nat_mul, ← Complex.exp_two_pi_mul_I]
    congr 1
    push_cast
    ring
  have hreal : conj methylPhase ≠ methylPhase := by
    intro e
    have him := congrArg Complex.im e
    rw [Complex.conj_im, methylPhase, Complex.exp_ofReal_mul_I_im] at him
    have hpos : 0 < Real.sin (2 * Real.pi / 3) :=
      Real.sin_pos_of_pos_of_lt_pi (by positivity) (by linarith [Real.pi_pos])
    linarith
  have hrev : ∀ x, timeReversed ψ (x + 2 * Real.pi / 3)
      = conj methylPhase * timeReversed ψ x := fun x => by
    simp only [timeReversed, hψ, map_mul]
  refine ⟨h.reversed, hrev, ?_, independent_timeReversed hreal hψ hne⟩
  have horth := overlap_eq_zero (n := 3) hcube
    (by rw [← map_pow, hcube, map_one]) hreal.symm hψ hrev
  have e : ((3 : ℕ) : ℝ) * (2 * Real.pi / 3) = 2 * Real.pi := by push_cast; ring
  rwa [e] at horth

/-- The derivative of a superposition is the superposition of the derivatives. -/
theorem deriv_superpose {f g : ℝ → ℂ} (hf : Differentiable ℝ f) (hg : Differentiable ℝ g)
    (s t : ℂ) : deriv (fun x => s * f x + t * g x) = fun x => s * deriv f x + t * deriv g x :=
  funext fun x =>
    (((hf x).hasDerivAt.const_mul s).fun_add ((hg x).hasDerivAt.const_mul t)).deriv

/-- For `F ≠ 0` and a bounded potential, a torsional state is fixed by its value and slope at angle
`0`. -/
theorem state_unique {F E M : ℝ} {V : ℝ → ℝ} {f g : ℝ → ℂ} (hF : F ≠ 0)
    (hV : ∀ x, |V x| ≤ M) (hf : IsTorsionState F E V f) (hg : IsTorsionState F E V g)
    (h0 : f 0 = g 0) (h1 : deriv f 0 = deriv g 0) : f = g := by
  have hM : 0 ≤ M := (abs_nonneg _).trans (hV 0)
  have hq : 0 ≤ (M + |E|) / |F| := by positivity
  let K : NNReal := ⟨1 + (M + |E|) / |F|, by positivity⟩
  have hK : (K : ℝ) = 1 + (M + |E|) / |F| := rfl
  -- the equation as a first-order system for the pair (ψ, ψ')
  let v : ℝ → ℂ × ℂ → ℂ × ℂ := fun t y => (y.2, (((V t - E) / F : ℝ) : ℂ) * y.1)
  have hc : ∀ t, |(V t - E) / F| ≤ K := by
    intro t
    have hb := abs_le.mp (hV t)
    have hn : |V t - E| ≤ M + |E| :=
      abs_le.mpr ⟨by linarith [le_abs_self E], by linarith [neg_abs_le E]⟩
    have hd : |V t - E| / |F| ≤ (M + |E|) / |F| := by gcongr
    rw [abs_div, hK]
    linarith
  have hlip : ∀ t, LipschitzWith K (v t) := by
    intro t
    refine LipschitzWith.of_dist_le_mul fun y z => ?_
    have hy1 : dist y.1 z.1 ≤ dist y z := le_max_left _ _
    have hy2 : dist y.2 z.2 ≤ dist y z := le_max_right _ _
    refine max_le ?_ ?_
    · change dist y.2 z.2 ≤ K * dist y z
      have hd : 0 ≤ dist y z := dist_nonneg
      rw [hK]
      nlinarith [mul_nonneg hq hd]
    · change dist ((((V t - E) / F : ℝ) : ℂ) * y.1) ((((V t - E) / F : ℝ) : ℂ) * z.1)
        ≤ K * dist y z
      rw [dist_eq_norm, ← mul_sub, norm_mul, Complex.norm_real, Real.norm_eq_abs,
        ← dist_eq_norm]
      exact mul_le_mul (hc t) hy1 dist_nonneg K.2
  have key : ∀ u, IsTorsionState F E V u → ∀ t,
      HasDerivAt (fun x => (u x, deriv u x)) (v t (u t, deriv u t)) t := by
    intro u hu t
    refine ((hu.1 t).hasDerivAt.prodMk (hu.2.1 t).hasDerivAt).congr_deriv ?_
    refine Prod.ext rfl ?_
    change deriv (deriv u) t = (((V t - E) / F : ℝ) : ℂ) * u t
    have hFc : (F : ℂ) ≠ 0 := Complex.ofReal_ne_zero.mpr hF
    push_cast
    rw [div_mul_eq_mul_div, eq_div_iff hFc]
    linear_combination -(hu.2.2 t)
  have huniq := ODE_solution_unique_univ (v := v) (s := fun _ => Set.univ) (K := K) (t₀ := 0)
    (f := fun x => (f x, deriv f x)) (g := fun x => (g x, deriv g x))
    (fun t => (hlip t).lipschitzOnWith) (fun t => ⟨key f hf t, Set.mem_univ _⟩)
    (fun t => ⟨key g hg t, Set.mem_univ _⟩) (Prod.ext h0 h1)
  exact funext fun x => congrArg Prod.fst (congrFun huniq x)

/-- For `F ≠ 0` and a bounded potential, if a nonzero state gains a non-real phase under a rotation,
every solution at the same energy is a superposition of that state and its time reverse. -/
theorem level_spanned_by_pair {F E M a : ℝ} {V : ℝ → ℝ} {ψ φ : ℝ → ℂ} {ω : ℂ} (hF : F ≠ 0)
    (hV : ∀ x, |V x| ≤ M) (h : IsTorsionState F E V ψ) (hne : ψ ≠ 0) (hω : conj ω ≠ ω)
    (hψ : ∀ x, ψ (x + a) = ω * ψ x) (hφ : IsTorsionState F E V φ) :
    ∃ α β : ℂ, φ = fun x => α * ψ x + β * timeReversed ψ x := by
  have hr := h.reversed
  have hsup : ∀ s t : ℂ, IsTorsionState F E V (fun x => s * ψ x + t * timeReversed ψ x) := by
    intro s t
    refine ⟨(h.1.const_mul s).add (hr.1.const_mul t), ?_, fun x => ?_⟩
    · rw [deriv_superpose h.1 hr.1]
      exact (h.2.1.const_mul s).add (hr.2.1.const_mul t)
    · rw [deriv_superpose h.1 hr.1, deriv_superpose h.2.1 hr.2.1]
      linear_combination s * h.2.2 x + t * hr.2.2 x
  have hd : ∀ s t : ℂ, deriv (fun x => s * ψ x + t * timeReversed ψ x) 0
      = s * deriv ψ 0 + t * conj (deriv ψ 0) := by
    intro s t
    rw [deriv_superpose h.1 hr.1, deriv_timeReversed h.1]
    rfl
  -- a superposition with vanishing initial data is trivial
  have hz : ∀ s t : ℂ, s * ψ 0 + t * conj (ψ 0) = 0 →
      s * deriv ψ 0 + t * conj (deriv ψ 0) = 0 → s = 0 ∧ t = 0 := by
    intro s t e0 e1
    have e := state_unique hF hV (hsup s t) (hsup 0 0)
      (by change s * ψ 0 + t * conj (ψ 0) = 0 * ψ 0 + 0 * conj (ψ 0)
          rw [e0]; ring)
      (by rw [hd, hd, e1]; ring)
    refine LinearIndependent.pair_iff.mp (independent_timeReversed hω hψ hne) s t ?_
    funext x
    have ex : s * ψ x + t * timeReversed ψ x = 0 * ψ x + 0 * timeReversed ψ x := congrFun e x
    change s * ψ x + t * timeReversed ψ x = 0
    rw [ex]
    ring
  -- hence the initial data of the pair have nonzero determinant
  have hD : ψ 0 * conj (deriv ψ 0) - conj (ψ 0) * deriv ψ 0 ≠ 0 := by
    intro e
    have p0 := (hz (conj (ψ 0)) (-ψ 0) (by ring) (by linear_combination -e)).2
    have q0 := (hz (conj (deriv ψ 0)) (-deriv ψ 0) (by linear_combination e) (by ring)).2
    rw [neg_eq_zero] at p0 q0
    exact one_ne_zero (hz 1 0 (by rw [p0]; simp) (by rw [q0]; simp)).1
  refine ⟨(φ 0 * conj (deriv ψ 0) - deriv φ 0 * conj (ψ 0)) /
      (ψ 0 * conj (deriv ψ 0) - conj (ψ 0) * deriv ψ 0),
    (ψ 0 * deriv φ 0 - deriv ψ 0 * φ 0) /
      (ψ 0 * conj (deriv ψ 0) - conj (ψ 0) * deriv ψ 0),
    state_unique hF hV hφ (hsup _ _) ?_ ?_⟩
  · change φ 0 = _ * ψ 0 + _ * conj (ψ 0)
    rw [div_mul_eq_mul_div, div_mul_eq_mul_div, ← add_div, eq_div_iff hD]
    ring
  · rw [hd, div_mul_eq_mul_div, div_mul_eq_mul_div, ← add_div, eq_div_iff hD]
    ring

/-- The free-rotor wave `exp(ix)` is a torsional state with energy `F` for zero potential, and
it gains the phase `exp(2πi/3)` under rotation by `2π/3`. -/
theorem freeRotor_witness (F : ℝ) :
    IsTorsionState F F (fun _ => 0) (fun x : ℝ => Complex.exp (x * Complex.I)) ∧
    ∀ x : ℝ, Complex.exp (((x + 2 * Real.pi / 3 : ℝ) : ℂ) * Complex.I)
      = methylPhase * Complex.exp (x * Complex.I) := by
  have h1 : ∀ x : ℝ, HasDerivAt (fun x : ℝ => Complex.exp (x * Complex.I))
      (Complex.I * Complex.exp (x * Complex.I)) x := by
    intro x
    have hl : HasDerivAt (fun x : ℝ => (x : ℂ) * Complex.I) (1 * Complex.I) x :=
      (Complex.ofRealCLM.hasDerivAt (x := x)).mul_const Complex.I
    exact hl.cexp.congr_deriv (by ring)
  have hd : deriv (fun x : ℝ => Complex.exp (x * Complex.I))
      = fun x : ℝ => Complex.I * Complex.exp (x * Complex.I) := funext fun x => (h1 x).deriv
  refine ⟨⟨fun x => (h1 x).differentiableAt, ?_, fun x => ?_⟩, fun x => ?_⟩
  · rw [hd]
    exact fun x => ((h1 x).const_mul Complex.I).differentiableAt
  · rw [hd, ((h1 x).const_mul Complex.I).deriv, Complex.ofReal_zero]
    linear_combination -(F : ℂ) * Complex.exp (x * Complex.I) * Complex.I_mul_I
  · rw [methylPhase, ← Complex.exp_add]
    congr 1
    push_cast
    ring

end

end MethylTorsion
```

```lean
#print axioms MethylTorsion.methyl_E_level_degenerate
#print axioms MethylTorsion.level_spanned_by_pair
```

```
'MethylTorsion.methyl_E_level_degenerate' depends on axioms: [propext, Classical.choice, Quot.sound]
'MethylTorsion.level_spanned_by_pair' depends on axioms: [propext, Classical.choice, Quot.sound]
```

`IsTorsionState F E V ψ` contains the two differentiability conditions and the Schrödinger equation. The angle is a real number in radians, unwrapped onto the line. Periodicity is not part of the definition: for the E state it follows from three steps of the phase condition. `timeReversed` is pointwise conjugation, which is time reversal for a spinless coordinate. `overlap` conjugates its first argument, and no normalisation is required. `methylPhase` is $\omega$.

The four conclusions of `methyl_E_level_degenerate` are the equation for $\bar\psi$, its phase, the zero overlap and linear independence over `ℂ`. They are assembled as follows:

- `IsTorsionState.reversed` conjugates the equation, using `deriv_timeReversed` to exchange conjugation and differentiation.
- `integral_eq_zero_of_phase` is the shift argument for $n$ steps of any length and a factor $c\neq1$ with $c^n=1$. Induction gives the factor $c^k$ after $k$ steps, and `hshift` states that the shifted integral is unchanged.
- `overlap_eq_zero` applies it with $c=\bar\omega\mu$, for two states with different phases $\omega$ and $\mu$. Here $\mu=\bar\omega$.
- `independent_timeReversed` compares $x$ with $x+a$. The elimination of $t$ is the `linear_combination` that proves `hs`.

The upper bound is `level_spanned_by_pair`, stated for any non-real phase. It rests on `state_unique`, which builds the first-order system `v`, proves the Lipschitz bound and calls Mathlib's uniqueness theorem for ordinary differential equations. `hsup` uses `deriv_superpose` to show that combinations remain solutions, `hD` is $D\neq0$, and the final `ring` calls check the formulas for $\alpha$ and $\beta$.

`freeRotor_witness` supplies an example: for $V=0$, $e^{ix}$ has energy $F$ and the phase $\omega$.

## A single rotor with a real Hamiltonian

The theorems start from a given $\psi$. They neither construct E states for a general potential nor compute their energies. Threefold symmetry of $V$ is not a separate hypothesis; the symmetry enters through the phase condition on $\psi$. Boundedness of $V$ means a finite torsional barrier, as for any continuous periodic potential, and is assumed only for the upper bound.

The model has one angle and a constant $F$. Coupling to other vibrations, an angle-dependent $F$ and nuclear spin are absent. So is a term $-i\kappa\psi'$ with real $\kappa$, such as arises from coupling to overall rotation: conjugation reverses its sign, so $\bar\psi$ then solves the equation with $-\kappa$. A code that includes such a term should diagonalise both E blocks at each $\kappa$, or pair the blocks at opposite $\kappa$.
